# For positive definite A ± B, biorthonormal trial vectors do not raise the count of low RPA eigenvalues

## From trial vectors to excitation energies

An iterative RPA, linear-response TDDFT or static BSE calculation can obtain its lowest excitation energies from a small projected problem. In one version of the method, each cycle goes as follows: $A+B$ and $A-B$ are applied to trial vectors, the vectors are scaled and combined so that $U^TV=1$, and the $k\times k$ product

$$(V^T(A-B)V)(U^T(A+B)U)$$

is diagonalised. Square roots of its eigenvalues are the current energies, and the residuals supply new trial vectors. For finite real matrices with $A\pm B$ positive definite, it is proved here that at most as many projected as full eigenvalues lie below any threshold.

Here $A$ couples excitations to each other and $B$ couples them to de-excitations. With amplitudes $X,Y$ and energy $\omega$, the equations $AX+BY=\omega X$ and $BX+AY=-\omega Y$ give

$$(A+B)(X+Y)=\omega(X-Y),\qquad (A-B)(X-Y)=\omega(X+Y),$$

hence $(A-B)(A+B)(X+Y)=\omega^2(X+Y)$. Linear combinations of the columns of $U$ approximate $X+Y$, and combinations of the columns of $V$ approximate $X-Y$. In time-dependent Hartree–Fock and adiabatic TDDFT, positive definiteness means that the real-orbital reference is stable, to second order, against the real and imaginary orbital variations described by these matrices.

## Normal modes of both problems

Write $M=A-B$ and $K=A+B$. Diagonalise $K=Q\,\mathrm{diag}(d)\,Q^T$ with $d_i>0$ and set $L=Q\,\mathrm{diag}(\sqrt{d})$, so $LL^T=K$. An orthogonal $W$ diagonalises $L^TML$. With $P=LW$,

$$PP^T=K,\qquad P^TMP=\mathrm{diag}(w),\qquad w_i>0.$$

Since $MK=(MP)P^T$ has the characteristic polynomial of $P^TMP$, its eigenvalues are the $w_i$.

Because $U^TV=V^TU=1$, neither $U$ nor $V$ annihilates a nonzero vector. Thus $V^TMV$ and $U^TKU$ are positive definite and have their own $P'$ and $w'$.

## Comparing lengths and counting modes

Let $R=P^{-1}VP'$ and $O=P'^{-1}U^TP$. Then

$$R^T\mathrm{diag}(w)R=P'^TV^TMVP'=\mathrm{diag}(w'),$$
$$OR=P'^{-1}U^TVP'=1,\qquad OO^T=P'^{-1}U^TKU\,P'^{-T}=1.$$

For any $c$,

$$0\le|Rc-O^Tc|^2=|Rc|^2-2c^TORc+c^TOO^Tc=|Rc|^2-|c|^2.$$

Fix $\lambda$. Suppose $c\ne0$ has components only on modes with $w'_j\le\lambda$, while $Rc$ has none on modes with $w_i\le\lambda$. Then $\lambda>0$, $Rc\ne0$, and

$$c^T\mathrm{diag}(w')c\le\lambda|c|^2\le\lambda|Rc|^2<(Rc)^T\mathrm{diag}(w)Rc=c^T\mathrm{diag}(w')c,$$

a contradiction. If there were more low reduced modes than low full modes, the linear conditions on $Rc$ would leave such a $c$. So there are not.

## Why the normalisation matters

Take $n=k=1$, $A=1$, $B=0$ and $U=V=1/2$. The full eigenvalue is $1$, the projected one $1/16$, and the bound fails at $\lambda=1/16$. Requiring $U^TV$ to be only a positive multiple of the identity is therefore not enough.

## The statement in Lean

The finite types `n` and `k` label the full space and the trial vectors. `rpaMatrix` is the product $(A-B)(A+B)$, not the doubled matrix acting on $(X,Y)$, and `lam` bounds $\omega^2$, not $\omega$. `PosDef` includes symmetry of $A\pm B$, hence of $A$ and $B$.

`eigCount` counts real roots of the characteristic polynomial with algebraic multiplicity. `rpa_spectrum` shows that the full product has all its eigenvalues real and positive, so none escapes the count. The same holds for the reduced product, by the same argument applied to the positive definite matrices $V^T(A-B)V$ and $U^T(A+B)U$; no projected root is missed either. The passage from the coupled equations for $X,Y$ to the product matrix is the physical step taken before the Lean statement begins.

```lean
import Mathlib

open Matrix

namespace BiorthogonalRPA

noncomputable section

variable {n k : Type*} [Fintype n] [DecidableEq n] [Fintype k] [DecidableEq k]

/-- The RPA product matrix `(A - B)(A + B)`. -/
def rpaMatrix (A B : Matrix n n ℝ) : Matrix n n ℝ := (A - B) * (A + B)

/-- The reduced product `(Vᵀ(A - B)V)(Uᵀ(A + B)U)` built from two sets of trial vectors,
the columns of `U` and `V`. -/
def reducedMatrix (A B : Matrix n n ℝ) (U V : Matrix n k ℝ) : Matrix k k ℝ :=
  (Vᵀ * (A - B) * V) * (Uᵀ * (A + B) * U)

/-- The number of real eigenvalues of `X` that are at most `lam`, counted with algebraic
multiplicity. -/
def eigCount (X : Matrix n n ℝ) (lam : ℝ) : ℕ :=
  Multiset.countP (fun x => x ≤ lam) X.charpoly.roots

/-- If `w` lists the real eigenvalues of `X` with algebraic multiplicity, then `eigCount X lam` is
the number of labels `i` with `w i ≤ lam`. -/
theorem eigCount_of_roots {ι : Type*} [Fintype ι] {X : Matrix n n ℝ} {w : ι → ℝ}
    (h : X.charpoly.roots = Finset.univ.val.map w) (lam : ℝ) :
    eigCount X lam = (Finset.univ.filter fun i => w i ≤ lam).card := by
  rw [eigCount, h, Multiset.countP_map]
  rfl

omit [DecidableEq n] [DecidableEq k] in
private lemma quad (R : Matrix n k ℝ) (M : Matrix n n ℝ) (c : k → ℝ) :
    (R *ᵥ c) ⬝ᵥ (M *ᵥ (R *ᵥ c)) = c ⬝ᵥ ((Rᵀ * M * R) *ᵥ c) := by
  rw [← Matrix.mulVec_mulVec, ← Matrix.mulVec_mulVec, Matrix.dotProduct_mulVec c Rᵀ,
    Matrix.vecMul_transpose]


omit [DecidableEq n] in
private lemma posDef_congr {M : Matrix n n ℝ} (hM : M.PosDef) {V : Matrix n k ℝ}
    {G : Matrix k n ℝ} (h : G * V = 1) : (Vᵀ * M * V).PosDef := by
  have hV : Function.Injective V.mulVec :=
    Function.LeftInverse.injective (g := G.mulVec) fun c => by
      rw [Matrix.mulVec_mulVec, h, Matrix.one_mulVec]
  rw [← Matrix.conjTranspose_eq_transpose_of_trivial V]
  exact hM.conjTranspose_mul_mul_same hV

private lemma diag_pos {d : n → ℝ} (h : (diagonal d).PosDef) (i : n) : 0 < d i := by
  have hx : (Pi.single i 1 : n → ℝ) ≠ 0 := fun h0 => by
    simpa using congrFun h0 i
  have h1 := h.dotProduct_mulVec_pos hx
  rw [star_trivial] at h1
  simpa [dotProduct, Matrix.mulVec_diagonal, Pi.single_apply] using h1

private lemma orthogonal_diag {A : Matrix n n ℝ} (hA : A.IsHermitian) :
    ∃ (Q : Matrix n n ℝ) (w : n → ℝ), Qᵀ * Q = 1 ∧ Qᵀ * A * Q = diagonal w := by
  let Q : Matrix n n ℝ := Matrix.of fun i j => (hA.eigenvectorBasis j).ofLp i
  have hQ : Qᵀ * Q = 1 := by
    refine Matrix.ext fun i j => ?_
    have h := orthonormal_iff_ite.mp hA.eigenvectorBasis.orthonormal i j
    rw [Matrix.one_apply, ← h, Matrix.mul_apply, PiLp.inner_apply]
    refine Finset.sum_congr rfl fun l _ => ?_
    simp [Q, mul_comm]
  have hAQ : A * Q = Q * diagonal hA.eigenvalues := by
    refine Matrix.ext fun i j => ?_
    rw [Matrix.mul_diagonal, mul_comm]
    exact congrFun (hA.mulVec_eigenvectorBasis j) i
  exact ⟨Q, hA.eigenvalues, hQ, by
    rw [Matrix.mul_assoc, hAQ, ← Matrix.mul_assoc, hQ, Matrix.one_mul]⟩

/-- Normal modes: for positive definite `M` and `K` there is an invertible `P` with
`P Pᵀ = K` for which `Pᵀ M P` is diagonal with positive entries. -/
theorem normal_modes {M K : Matrix n n ℝ} (hM : M.PosDef) (hK : K.PosDef) :
    ∃ (P G : Matrix n n ℝ) (w : n → ℝ), G * P = 1 ∧ P * Pᵀ = K ∧
      Pᵀ * M * P = diagonal w ∧ ∀ i, 0 < w i := by
  obtain ⟨Q, d, hQ, hd⟩ := orthogonal_diag hK.isHermitian
  have hQ' : Q * Qᵀ = 1 := mul_eq_one_comm.1 hQ
  have hpos : ∀ i, 0 < d i := diag_pos (hd ▸ posDef_congr hK hQ)
  -- the square root `S` of the diagonal form of `K`, and its inverse `T`
  obtain ⟨S, T, hS, hSS, hTS⟩ : ∃ S T : Matrix n n ℝ,
      Sᵀ = S ∧ S * S = diagonal d ∧ T * S = 1 := by
    refine ⟨diagonal fun i => √(d i), diagonal fun i => (√(d i))⁻¹,
      Matrix.diagonal_transpose _, ?_, ?_⟩
    · rw [Matrix.diagonal_mul_diagonal]
      exact congrArg diagonal (funext fun i => Real.mul_self_sqrt (hpos i).le)
    · rw [Matrix.diagonal_mul_diagonal, ← Matrix.diagonal_one]
      exact congrArg diagonal (funext fun i => inv_mul_cancel₀ (Real.sqrt_pos.2 (hpos i)).ne')
  have hL : (Q * S) * (Q * S)ᵀ = K := by
    calc (Q * S) * (Q * S)ᵀ = Q * (S * S) * Qᵀ := by
          rw [Matrix.transpose_mul, hS]; simp only [Matrix.mul_assoc]
      _ = (Q * Qᵀ) * K * (Q * Qᵀ) := by rw [hSS, ← hd]; simp only [Matrix.mul_assoc]
      _ = K := by rw [hQ', Matrix.one_mul, Matrix.mul_one]
  have hTL : (T * Qᵀ) * (Q * S) = 1 := by
    rw [Matrix.mul_assoc, ← Matrix.mul_assoc Qᵀ, hQ, Matrix.one_mul, hTS]
  obtain ⟨O, w, hO, hw⟩ := orthogonal_diag (posDef_congr hM hTL).isHermitian
  have hG : (Oᵀ * (T * Qᵀ)) * (Q * S * O) = 1 := by
    rw [Matrix.mul_assoc, ← Matrix.mul_assoc (T * Qᵀ), hTL, Matrix.one_mul, hO]
  have hD : (Q * S * O)ᵀ * M * (Q * S * O) = diagonal w := by
    rw [← hw, Matrix.transpose_mul (Q * S) O]; simp only [Matrix.mul_assoc]
  refine ⟨Q * S * O, _, w, hG, ?_, hD, diag_pos (hD ▸ posDef_congr hM hG)⟩
  rw [Matrix.transpose_mul (Q * S) O, Matrix.mul_assoc, ← Matrix.mul_assoc O,
    mul_eq_one_comm.1 hO, Matrix.one_mul, hL]

private lemma roots_of_modes {M K P : Matrix n n ℝ} {w : n → ℝ} (hK : P * Pᵀ = K)
    (hM : Pᵀ * M * P = diagonal w) :
    (M * K).charpoly.roots = Finset.univ.val.map w := by
  have hc : charmatrix (diagonal w) =
      diagonal fun i => Polynomial.X - Polynomial.C (w i) := by
    refine Matrix.ext fun i j => ?_
    by_cases h : i = j
    · subst h; simp
    · simp [h]
  rw [← hK, ← Matrix.mul_assoc, Matrix.charpoly_mul_comm, ← Matrix.mul_assoc, hM,
    Matrix.charpoly, hc, Matrix.det_diagonal]
  have h := Polynomial.roots_multiset_prod_X_sub_C (Finset.univ.val.map w)
  rw [Multiset.map_map] at h
  exact h

/-- If `A + B` and `A - B` are positive definite, all eigenvalues of `(A - B)(A + B)` are
real and positive: there are as many, with multiplicity, as the dimension. -/
theorem rpa_spectrum {A B : Matrix n n ℝ} (hp : (A + B).PosDef) (hm : (A - B).PosDef) :
    (rpaMatrix A B).charpoly.roots.card = Fintype.card n ∧
      ∀ x ∈ (rpaMatrix A B).charpoly.roots, 0 < x := by
  obtain ⟨P, G, w, -, hK, hM, hw⟩ := normal_modes hm hp
  rw [rpaMatrix, roots_of_modes hK hM]
  refine ⟨by simp, fun x hx => ?_⟩
  obtain ⟨i, -, rfl⟩ := Multiset.mem_map.1 hx
  exact hw i

omit [DecidableEq n] in
/-- If `O` has orthonormal rows and `O R = 1`, then `R` does not shorten any vector. -/
theorem norm_le_of_biorthogonal {R : Matrix n k ℝ} {O : Matrix k n ℝ} (hR : O * R = 1)
    (hO : O * Oᵀ = 1) (c : k → ℝ) : c ⬝ᵥ c ≤ (R *ᵥ c) ⬝ᵥ (R *ᵥ c) := by
  have h : ∀ z, (Oᵀ *ᵥ c) ⬝ᵥ z = c ⬝ᵥ (O *ᵥ z) := fun z => by
    rw [Matrix.mulVec_transpose, Matrix.dotProduct_mulVec]
  have h1 : (Oᵀ *ᵥ c) ⬝ᵥ (Oᵀ *ᵥ c) = c ⬝ᵥ c := by
    rw [h, Matrix.mulVec_mulVec, hO, Matrix.one_mulVec]
  have h2 : (Oᵀ *ᵥ c) ⬝ᵥ (R *ᵥ c) = c ⬝ᵥ c := by
    rw [h, Matrix.mulVec_mulVec, hR, Matrix.one_mulVec]
  have h3 : 0 ≤ (R *ᵥ c - Oᵀ *ᵥ c) ⬝ᵥ (R *ᵥ c - Oᵀ *ᵥ c) :=
    Finset.sum_nonneg fun i _ => mul_self_nonneg _
  simp only [sub_dotProduct, dotProduct_sub] at h3
  linarith [dotProduct_comm (R *ᵥ c) (Oᵀ *ᵥ c)]

private lemma card_le {R : Matrix n k ℝ} {w : n → ℝ} {w' : k → ℝ} (hw' : ∀ j, 0 < w' j)
    (hq : Rᵀ * diagonal w * R = diagonal w')
    (hR : ∀ c, c ⬝ᵥ c ≤ (R *ᵥ c) ⬝ᵥ (R *ᵥ c)) (lam : ℝ) :
    (Finset.univ.filter fun j => w' j ≤ lam).card ≤
      (Finset.univ.filter fun i => w i ≤ lam).card := by
  -- low components of `R c`, together with high components of `c`, determine `c`
  let f : (k → ℝ) →ₗ[ℝ] ({i // w i ≤ lam} → ℝ) × ({j // ¬ w' j ≤ lam} → ℝ) :=
    ((LinearMap.funLeft ℝ ℝ Subtype.val).comp R.mulVecLin).prod
      (LinearMap.funLeft ℝ ℝ Subtype.val)
  have hf : Function.Injective f := by
    refine (injective_iff_map_eq_zero f).2 fun c hc => ?_
    have h1 : ∀ i, w i ≤ lam → (R *ᵥ c) i = 0 := fun i hi =>
      congrFun (congrArg Prod.fst hc) ⟨i, hi⟩
    have h2 : ∀ j, ¬ w' j ≤ lam → c j = 0 := fun j hj =>
      congrFun (congrArg Prod.snd hc) ⟨j, hj⟩
    by_contra hne
    obtain ⟨j, hj⟩ : ∃ j, c j ≠ 0 := Function.ne_iff.1 hne
    have hlam : 0 < lam := (hw' j).trans_le (by_contra fun h => hj (h2 j h))
    have hcc : 0 < c ⬝ᵥ c := Finset.sum_pos' (fun i _ => mul_self_nonneg _)
      ⟨j, Finset.mem_univ j, mul_self_pos.2 hj⟩
    obtain ⟨i, hi⟩ : ∃ i, (R *ᵥ c) i ≠ 0 := by
      by_contra h
      have h0 : R *ᵥ c = 0 := funext fun i => by_contra fun hi => h ⟨i, hi⟩
      have h3 := hR c
      rw [h0, dotProduct_zero] at h3
      linarith
    have he := quad R (diagonal w) c
    rw [hq] at he
    have hup : c ⬝ᵥ (diagonal w' *ᵥ c) ≤ lam * (c ⬝ᵥ c) := by
      simp only [dotProduct, Matrix.mulVec_diagonal, Finset.mul_sum]
      refine Finset.sum_le_sum fun j _ => ?_
      by_cases h : w' j ≤ lam
      · nlinarith [mul_nonneg (sub_nonneg.2 h) (mul_self_nonneg (c j))]
      · simp [h2 j h]
    have hlow : lam * ((R *ᵥ c) ⬝ᵥ (R *ᵥ c)) <
        (R *ᵥ c) ⬝ᵥ (diagonal w *ᵥ (R *ᵥ c)) := by
      simp only [dotProduct, Matrix.mulVec_diagonal, Finset.mul_sum]
      refine Finset.sum_lt_sum (fun i _ => ?_) ⟨i, Finset.mem_univ i, ?_⟩
      · by_cases h : w i ≤ lam
        · simp [h1 i h]
        · nlinarith [mul_nonneg (sub_nonneg.2 (not_le.1 h).le) (mul_self_nonneg ((R *ᵥ c) i))]
      · have h : lam < w i := not_le.1 fun h => hi (h1 i h)
        nlinarith [mul_pos (sub_pos.2 h) (mul_self_pos.2 hi)]
    linarith [mul_le_mul_of_nonneg_left (hR c) hlam.le]
  have hdim := LinearMap.finrank_le_finrank_of_injective hf
  simp only [Module.finrank_prod, Module.finrank_fintype_fun_eq_card] at hdim
  have hc : Fintype.card {j // ¬ w' j ≤ lam} =
      Fintype.card k - Fintype.card {j // w' j ≤ lam} :=
    Fintype.card_subtype_compl (fun j => w' j ≤ lam)
  have hle : Fintype.card {j // w' j ≤ lam} ≤ Fintype.card k :=
    Fintype.card_subtype_le (fun j => w' j ≤ lam)
  rw [← Fintype.card_subtype, ← Fintype.card_subtype]
  omega

/-- Biorthogonal subspace bound: if `A + B` and `A - B` are positive definite and `UᵀV = 1`,
the reduced product has at most as many eigenvalues `≤ lam` as `(A - B)(A + B)`. -/
theorem biorthogonal_subspace_bound {A B : Matrix n n ℝ} (hp : (A + B).PosDef)
    (hm : (A - B).PosDef) {U V : Matrix n k ℝ} (hUV : Uᵀ * V = 1) (lam : ℝ) :
    eigCount (reducedMatrix A B U V) lam ≤ eigCount (rpaMatrix A B) lam := by
  have hVU : Vᵀ * U = 1 := by simpa using congrArg Matrix.transpose hUV
  obtain ⟨P, G, w, hG, hK, hM, -⟩ := normal_modes hm hp
  obtain ⟨P', G', w', hG', hK', hM', hw'⟩ :=
    normal_modes (posDef_congr hm hUV) (posDef_congr hp hVU)
  rw [reducedMatrix, rpaMatrix, eigCount_of_roots (roots_of_modes hK' hM'),
    eigCount_of_roots (roots_of_modes hK hM)]
  -- `R` expresses the reduced modes in terms of the full ones
  have hPR : P * (G * (V * P')) = V * P' := by
    rw [← Matrix.mul_assoc, mul_eq_one_comm.1 hG, Matrix.one_mul]
  refine card_le (R := G * (V * P')) hw' ?_
    (norm_le_of_biorthogonal (O := G' * (Uᵀ * P)) ?_ ?_) lam
  · calc (G * (V * P'))ᵀ * diagonal w * (G * (V * P'))
        = (P * (G * (V * P')))ᵀ * (A - B) * (P * (G * (V * P'))) := by
          rw [← hM, Matrix.transpose_mul P]; simp only [Matrix.mul_assoc]
      _ = diagonal w' := by
          rw [hPR, ← hM', Matrix.transpose_mul]; simp only [Matrix.mul_assoc]
  · rw [Matrix.mul_assoc, Matrix.mul_assoc, hPR, ← Matrix.mul_assoc Uᵀ, hUV,
      Matrix.one_mul, hG']
  · calc (G' * (Uᵀ * P)) * (G' * (Uᵀ * P))ᵀ = G' * (Uᵀ * (P * Pᵀ) * U) * G'ᵀ := by
          simp only [Matrix.transpose_mul, Matrix.transpose_transpose, Matrix.mul_assoc]
      _ = (G' * P') * (G' * P')ᵀ := by
          rw [hK, ← hK', Matrix.transpose_mul]; simp only [Matrix.mul_assoc]
      _ = 1 := by rw [hG', Matrix.transpose_one, Matrix.one_mul]

/-- The pair `A = diag(2, 2)`, `B = diag(1, -1)` with the different trial vectors `(1, 0)` and
`(1, 1)` meets the hypotheses of the subspace bound. -/
theorem biorthogonal_subspace_bound_witness :
    (diagonal ![2, 2] + diagonal ![1, -1] : Matrix (Fin 2) (Fin 2) ℝ).PosDef ∧
      (diagonal ![2, 2] - diagonal ![1, -1] : Matrix (Fin 2) (Fin 2) ℝ).PosDef ∧
      (!![1; 0] : Matrix (Fin 2) (Fin 1) ℝ)ᵀ * (!![1; 1] : Matrix (Fin 2) (Fin 1) ℝ) = 1 := by
  refine ⟨?_, ?_, ?_⟩
  · rw [Matrix.diagonal_add]
    exact Matrix.PosDef.diagonal fun i => by fin_cases i <;> norm_num
  · rw [Matrix.diagonal_sub]
    exact Matrix.PosDef.diagonal fun i => by fin_cases i <;> norm_num
  ext i j
  fin_cases i; fin_cases j
  simp [Matrix.mul_apply, Fin.sum_univ_two]

end

end BiorthogonalRPA
```

```lean
#print axioms BiorthogonalRPA.rpa_spectrum
#print axioms BiorthogonalRPA.biorthogonal_subspace_bound
```

```
'BiorthogonalRPA.rpa_spectrum' depends on axioms: [propext, Classical.choice, Quot.sound]
'BiorthogonalRPA.biorthogonal_subspace_bound' depends on axioms: [propext, Classical.choice, Quot.sound]
```

## Reading the proof

`orthogonal_diag` supplies the spectral theorem, and `normal_modes` uses it twice to build $P$; its `G` is $P^{-1}$, and its local `O` is the matrix $W$ above. `roots_of_modes` identifies the eigenvalues through `Matrix.charpoly_mul_comm`. `posDef_congr` carries positive definiteness to the projected matrices.

`norm_le_of_biorthogonal` expands the square of $Rc-O^Tc$. In `card_le`, the map `f` sends $c$ to the low components of $Rc$ and the high components of $c$. The contradiction above makes `f` injective, so comparing dimensions gives the count. The main theorem sets `R` to `G * (V * P')` and `O` to `G' * (Uᵀ * P)`, then verifies the three matrix identities.

The final theorem checks the hypotheses for an example with $U\ne V$. There the full eigenvalues are $3,3$ and the projected one is $4\cdot3=12$.
